# Orthonormal α orbitals that diagonalise $P_aP_b$ with positive eigenvalues have orthonormal β partners

Take one α electron in a normalised spatial orbital $a$ and one β electron in a normalised spatial orbital $b$, with $\langle a,b\rangle\neq 0$. The projectors onto the two occupied spaces are $P_a=|a\rangle\langle a|$ and $P_b=|b\rangle\langle b|$. Projecting $a$ onto the β space and back gives

$$P_aP_b\,a=\langle b,a\rangle\langle a,b\rangle\,a=s\,a,\qquad s=|\langle a,b\rangle|^2 .$$

The projected orbital $P_b a=\langle b,a\rangle\,b$ has norm $\sqrt s$, so $w=P_b a/\sqrt s$ is normalised. It is $b$ with its phase adjusted so that the overlap is positive:

$$\langle a,w\rangle=\frac{|\langle a,b\rangle|^2}{\sqrt s}=\sqrt s .$$

With several electrons of each spin, the same construction works orbital by orbital, provided that the α orbitals are chosen as orthonormal eigenvectors of $P_aP_b$ with positive eigenvalues. In electronic structure, this pairs the α and β spatial orbitals of a single unrestricted determinant so that each paired orbital overlaps only its own partner in the other paired set.

## Projectors and orbitals in a common spatial space

Both projectors act on one complex inner product space $E$, the space of spatial orbitals with the spin factors removed. The space may have infinite dimension, and the label set `ι` of the orbitals is arbitrary. The inner product is conjugate-linear in its first argument and linear in its second.

```lean
import Mathlib

open scoped InnerProductSpace

namespace CorrespondingOrbitals

noncomputable section

variable {E : Type*} [NormedAddCommGroup E] [InnerProductSpace ℂ E] {ι : Type*}
```

An orbital projector $P$ satisfies $\langle Px,y\rangle=\langle x,Py\rangle$ and $P^2=P$. Idempotency restricts the eigenvalues of $P$ to 0 and 1. Physically, these are the occupation numbers of its eigenvectors for the given spin, as in a single determinant. A normalised orbital $\varphi$ that mixes occupied and empty eigenvectors still has a fractional expectation value $\langle\varphi,P\varphi\rangle$. The operators are linear maps defined on all of $E$.

```lean
/-- A projector onto occupied orbitals: a Hermitian idempotent operator on the one-particle
space. -/
structure IsOrbitalProjector (P : E →ₗ[ℂ] E) : Prop where
  symmetric : P.IsSymmetric
  idem : ∀ x, P (P x) = P x
```

The α orbitals $v_i$ are required to satisfy three conditions:

$$\langle v_i,v_j\rangle=\delta_{ij},\qquad P_av_i=v_i,\qquad P_aP_bv_i=s_iv_i .$$

They are orthonormal, they lie in the α occupied space, and projection onto the β space and back only rescales them. The structure `OverlapOrbitals Pa Pb v s` collects these conditions. The numbers $s_i$ are real by type and are converted to complex scalars where they multiply vectors. The order of the projectors matters: exchanging `Pa` and `Pb` gives the corresponding conditions on β orbitals.

```lean
/-- Orthonormal orbitals `v i` that are left fixed by `Pa` and are eigenvectors of `Pa Pb` with
eigenvalues `s i`. -/
structure OverlapOrbitals (Pa Pb : E →ₗ[ℂ] E) (v : ι → E) (s : ι → ℝ) : Prop where
  orthonormal : Orthonormal ℂ v
  occupied : ∀ i, Pa (v i) = v i
  eigen : ∀ i, Pa (Pb (v i)) = (s i : ℂ) • v i
```

The partner of $v_i$ is

$$w_i=\frac{P_bv_i}{\sqrt{s_i}} .$$

The definition takes a general operator, number and vector, so that it can also lead from β back to α. It has the intended meaning for $s_i>0$; at $s_i=0$, Lean's inverse of zero is zero and the formula returns the zero vector.

```lean
/-- The partner of an orbital `v` in the other spin space: its projection `P v` divided by the
square root of `s`. -/
def partner (P : E →ₗ[ℂ] E) (s : ℝ) (v : E) : E := (((√s)⁻¹ : ℝ) : ℂ) • P v
```

Concrete projectors come from finite sets of orbitals $u_i$ through the density operator

$$Px=\sum_i\langle u_i,x\rangle u_i .$$

It is defined for any such set, and becomes a projector when the orbitals are orthonormal.

```lean
/-- The one-particle density operator of a finite set of orbitals, the sum of `|u i⟩⟨u i|`. -/
def density [Fintype ι] (u : ι → E) : E →ₗ[ℂ] E where
  toFun x := ∑ i, ⟪u i, x⟫_ℂ • u i
  map_add' x y := by simp [add_smul, Finset.sum_add_distrib]
  map_smul' c x := by simp [mul_smul, Finset.smul_sum]
```

## Diagonal overlaps between the α orbitals and their partners

The normalisation uses one scalar identity. For $s>0$, the equality $s=\sqrt s\,\sqrt s$ gives $s/\sqrt s=\sqrt s$. The lemma states it for the complex scalars that appear in the inner products.

```lean
/-- For positive `s`, dividing `s` by its square root gives the square root. -/
theorem inv_sqrt_mul {s : ℝ} (hs : 0 < s) :
    (((√s)⁻¹ : ℝ) : ℂ) * (s : ℂ) = ((√s : ℝ) : ℂ) := by
  have hr : √s ≠ 0 := (Real.sqrt_pos.2 hs).ne'
  have h : (√s)⁻¹ * s = √s := by
    rw [inv_mul_eq_iff_eq_mul₀ hr]
    exact (Real.mul_self_sqrt hs.le).symm
  rw [← Complex.ofReal_mul, h]
```

Next come the matrix elements of $P_b$ between the α orbitals. Since $v_i=P_av_i$, the projector $P_a$ can be inserted on the left and moved across the inner product:

$$\langle v_i,P_bv_j\rangle=\langle P_av_i,P_bv_j\rangle=\langle v_i,P_aP_bv_j\rangle=s_j\langle v_i,v_j\rangle=s_i\delta_{ij}.$$

The `calc` block follows this chain. Its last step uses the eigenvalue equation and orthonormality, then separates the cases $i=j$ and $i\neq j$. Only the symmetry of $P_a$ is needed as a property of the operator; the relation $P_av_i=v_i$ is already part of the data.

```lean
/-- The matrix of `Pb` between the orbitals `v i` is diagonal, with entries `s i`. -/
theorem inner_proj [DecidableEq ι] {Pa Pb : E →ₗ[ℂ] E} {v : ι → E} {s : ι → ℝ}
    (hPa : Pa.IsSymmetric) (h : OverlapOrbitals Pa Pb v s) (i j : ι) :
    ⟪v i, Pb (v j)⟫_ℂ = if i = j then (s i : ℂ) else 0 := by
  -- insert `Pa` next to the occupied orbital and move it to the other side
  calc ⟪v i, Pb (v j)⟫_ℂ = ⟪Pa (v i), Pb (v j)⟫_ℂ := by rw [h.occupied i]
    _ = ⟪v i, Pa (Pb (v j))⟫_ℂ := hPa _ _
    _ = _ := by
      rw [h.eigen j, inner_smul_right, orthonormal_iff_ite.mp h.orthonormal i j]
      split_ifs with hij
      · simp [hij]
      · simp
```

The projected orbitals have the same matrix of inner products, because $P_b$ is Hermitian and idempotent:

$$\langle P_bv_i,P_bv_j\rangle=\langle v_i,P_b^2v_j\rangle=\langle v_i,P_bv_j\rangle=s_i\delta_{ij}.$$

Now assume $s_i>0$ for every $i$, which means that each $v_i$ has a nonzero component in the β occupied space. Division by the square roots gives orthonormality,

$$\langle w_i,w_j\rangle=\frac{s_i\delta_{ij}}{\sqrt{s_i}\sqrt{s_j}}=\delta_{ij}.$$

Idempotency gives $P_bw_i=P_b^2v_i/\sqrt{s_i}=w_i$, so the partners are β-occupied. The eigenvalue relation with the spins exchanged is

$$P_bP_aw_i=\frac{P_b(P_aP_bv_i)}{\sqrt{s_i}}=\frac{s_iP_bv_i}{\sqrt{s_i}}=s_iw_i,$$

and the overlaps between the two sets are

$$\langle v_i,w_j\rangle=\frac{\langle v_i,P_bv_j\rangle}{\sqrt{s_j}}=\frac{s_i\delta_{ij}}{\sqrt{s_j}}=\sqrt{s_i}\,\delta_{ij}.$$

The theorem `corresponding_orbitals` states the first three results as `OverlapOrbitals Pb Pa` for the partners, with the same $s_i$, and adds the overlap formula. In the proof, `hbb` is the matrix of inner products of the projected orbitals. The four bullets then establish orthonormality, β occupation, the eigenvalue relation and the overlaps, in that order. In the third, `smul_comm` exchanges the factors $1/\sqrt{s_i}$ and $s_i$.

```lean
/-- Corresponding orbitals: if all `s i` are positive, the partners `w i` of the orbitals `v i`
are orthonormal, are fixed by `Pb`, and satisfy `Pb Pa w i = s i w i`; the overlap of `v i` with
`w j` is the square root of `s i` for `i = j` and zero otherwise. -/
theorem corresponding_orbitals [DecidableEq ι] {Pa Pb : E →ₗ[ℂ] E} {v : ι → E} {s : ι → ℝ}
    (hPa : Pa.IsSymmetric) (hPb : IsOrbitalProjector Pb)
    (h : OverlapOrbitals Pa Pb v s) (hs : ∀ i, 0 < s i) :
    OverlapOrbitals Pb Pa (fun i => partner Pb (s i) (v i)) s ∧
      ∀ i j, ⟪v i, partner Pb (s j) (v j)⟫_ℂ = if i = j then ((√(s i) : ℝ) : ℂ) else 0 := by
  -- the projected orbitals are orthogonal with squared norms `s i`
  have hbb : ∀ i j, ⟪Pb (v i), Pb (v j)⟫_ℂ = if i = j then (s i : ℂ) else 0 := fun i j => by
    rw [hPb.symmetric (v i) (Pb (v j)), hPb.idem, inner_proj hPa h]
  refine ⟨⟨?_, ?_, ?_⟩, ?_⟩
  · rw [orthonormal_iff_ite]
    intro i j
    simp only [partner, inner_smul_left, inner_smul_right, Complex.conj_ofReal, hbb]
    split_ifs with hij
    · subst hij
      rw [inv_sqrt_mul (hs _), ← Complex.ofReal_mul,
        inv_mul_cancel₀ (Real.sqrt_pos.2 (hs _)).ne', Complex.ofReal_one]
    · simp
  · intro i
    simp only [partner, map_smul, hPb.idem]
  · intro i
    simp only [partner, map_smul, h.eigen]
    exact smul_comm _ _ _
  · intro i j
    simp only [partner, inner_smul_right, inner_proj hPa h]
    split_ifs with hij
    · subst hij
      exact inv_sqrt_mul (hs _)
    · simp
```

Taking the partner a second time, now with $P_a$, returns the original orbital, including its phase:

$$\frac{P_aw_i}{\sqrt{s_i}}=\frac{P_aP_bv_i}{\sqrt{s_i}\sqrt{s_i}}=\frac{s_iv_i}{s_i}=v_i .$$

This uses only the eigenvalue relation and $s_i>0$ for the orbital concerned. The Lean proof first reduces $s_i/\sqrt{s_i}$ to $\sqrt{s_i}$ and then cancels it against the remaining factor $1/\sqrt{s_i}$.

```lean
/-- For positive `s i`, the partner of the partner of `v i` is `v i` itself. -/
theorem partner_partner {Pa Pb : E →ₗ[ℂ] E} {v : ι → E} {s : ι → ℝ}
    (h : OverlapOrbitals Pa Pb v s) (i : ι) (hs : 0 < s i) :
    partner Pa (s i) (partner Pb (s i) (v i)) = v i := by
  simp only [partner, map_smul, h.eigen]
  rw [smul_smul (((√(s i))⁻¹ : ℝ) : ℂ) (s i : ℂ), inv_sqrt_mul hs, smul_smul,
    ← Complex.ofReal_mul, inv_mul_cancel₀ (Real.sqrt_pos.2 hs).ne', Complex.ofReal_one, one_smul]
```

## Existence of the α orbitals in finite dimension

So far the $v_i$ have been given. When $E$ has finite dimension, they can be obtained by diagonalising $P_aP_b$ on the α occupied space $R=\operatorname{range}P_a$. Every vector in $R$ is fixed by $P_a$, so for $x,y\in R$

$$\langle P_aP_bx,y\rangle=\langle P_bx,y\rangle=\langle x,P_by\rangle=\langle x,P_aP_by\rangle .$$

The restricted operator is therefore Hermitian, and the spectral theorem provides an orthonormal eigenbasis of $R$ with real eigenvalues. The number of orbitals is $\dim R$; if $R=\{0\}$, the family is empty.

In the proof, `hfix` records that $P_a$ fixes its range, `T` is the restricted operator, and `hT` is the calculation above. The eigenvectors are then regarded as vectors of $E$, which leaves their inner products unchanged.

```lean
/-- In a finite-dimensional one-particle space, orbitals `v i` with the required properties exist
for any two orbital projectors, as many as the dimension of the range of `Pa`. -/
theorem exists_overlapOrbitals [FiniteDimensional ℂ E] {Pa Pb : E →ₗ[ℂ] E}
    (hPa : IsOrbitalProjector Pa) (hPb : IsOrbitalProjector Pb) :
    ∃ (v : Fin (Module.finrank ℂ (LinearMap.range Pa)) → E)
      (s : Fin (Module.finrank ℂ (LinearMap.range Pa)) → ℝ), OverlapOrbitals Pa Pb v s := by
  have hfix : ∀ x : LinearMap.range Pa, Pa (x : E) = x := by
    rintro ⟨_, y, rfl⟩
    exact hPa.idem y
  -- `Pa Pb` restricted to the range of `Pa` is Hermitian and can be diagonalised
  let T : LinearMap.range Pa →ₗ[ℂ] LinearMap.range Pa :=
    Pa.rangeRestrict.comp (Pb.comp (LinearMap.range Pa).subtype)
  have hT : T.IsSymmetric := by
    intro x y
    show ⟪Pa (Pb (x : E)), (y : E)⟫_ℂ = ⟪(x : E), Pa (Pb (y : E))⟫_ℂ
    rw [hPa.symmetric (Pb (x : E)) (y : E), hfix y, hPb.symmetric (x : E) (y : E),
      ← hPa.symmetric (x : E) (Pb (y : E)), hfix x]
  refine ⟨fun i => (hT.eigenvectorBasis rfl i : E), hT.eigenvalues rfl, ?_, fun i => hfix _, ?_⟩
  · exact (hT.eigenvectorBasis rfl).orthonormal.comp_linearIsometry
      (LinearMap.range Pa).subtypeₗᵢ
  · intro i
    exact congrArg Subtype.val (hT.apply_eigenvectorBasis rfl i)
```

This theorem does not make the eigenvalues positive. If some vanish, the construction of partners applies to the subfamily with $s_i>0$. An α orbital with $s_i=0$ is orthogonal to the whole β occupied space and has no partner of this form. The theorems also do not extend the partners to a basis of the β occupied space, so they give the pairing of overlapping orbitals and not a complete canonical form for both occupied spaces.

## Two α and two β orbitals in three dimensions

For an explicit example, the density operators must first be shown to be projectors. Let $u_i$ be a finite orthonormal set and $P$ its density operator. Then

$$\langle Px,y\rangle=\sum_i\langle x,u_i\rangle\langle u_i,y\rangle=\langle x,Py\rangle .$$

Orthonormality also gives $\langle u_i,Px\rangle=\langle u_i,x\rangle$, and hence

$$P^2x=\sum_i\langle u_i,Px\rangle u_i=\sum_i\langle u_i,x\rangle u_i=Px .$$

The two parts of the Lean proof check symmetry and idempotency by comparing these sums term by term.

```lean
/-- The density operator of orthonormal orbitals is an orbital projector. -/
theorem density_isOrbitalProjector [Fintype ι] {u : ι → E} (hu : Orthonormal ℂ u) :
    IsOrbitalProjector (density u) := by
  constructor
  · intro x y
    show ⟪∑ i, ⟪u i, x⟫_ℂ • u i, y⟫_ℂ = ⟪x, ∑ i, ⟪u i, y⟫_ℂ • u i⟫_ℂ
    simp only [sum_inner, inner_sum, inner_smul_left, inner_smul_right, inner_conj_symm]
    exact Finset.sum_congr rfl fun _ _ => mul_comm _ _
  · intro x
    show ∑ i, ⟪u i, density u x⟫_ℂ • u i = ∑ i, ⟪u i, x⟫_ℂ • u i
    refine Finset.sum_congr rfl fun i _ => ?_
    have hi : ⟪u i, density u x⟫_ℂ = ⟪u i, x⟫_ℂ :=
      hu.inner_right_fintype (fun j => ⟪u j, x⟫_ℂ) i
    rw [hi]
```

Lean numbers the orbitals from zero. The α orbitals are two of the coordinate vectors,

$$a_0=(1,0,0),\qquad a_1=(0,1,0).$$

```lean
/-- Two α orbitals in a three-dimensional one-particle space. -/
def alphaOrb : Fin 2 → EuclideanSpace ℂ (Fin 3) := ![!₂[1, 0, 0], !₂[0, 1, 0]]
```

The first β orbital is tilted out of the α space, and the second coincides with its α counterpart:

$$b_0=\left(\tfrac35,0,\tfrac45\right),\qquad b_1=(0,1,0).$$

Both are normalised, since $(3/5)^2+(4/5)^2=1$, and they are mutually orthogonal.

```lean
/-- Two β orbitals, the first tilted away from the first α orbital, the second equal to the
second α orbital. -/
def betaOrb : Fin 2 → EuclideanSpace ℂ (Fin 3) := ![!₂[3 / 5, 0, 4 / 5], !₂[0, 1, 0]]
```

The overlaps are $\langle a_i,b_j\rangle=c_i\delta_{ij}$ with $c_0=3/5$ and $c_1=1$. Let $P_a$ and $P_b$ now be the density operators of these two sets. Then $P_ba_i=c_ib_i$ and $P_ab_i=c_ia_i$, so

$$P_aP_ba_i=c_i^2a_i,\qquad s_0=\tfrac{9}{25},\quad s_1=1 .$$

Both values are positive, and the partner formula gives $w_i=c_ib_i/c_i=b_i$.

The theorem `corresponding_orbitals_witness` verifies that this example satisfies all the assumptions of `corresponding_orbitals`. In its proof, `ha` and `hb` establish orthonormality within each set, while `hba` and `hab` evaluate the overlaps between the sets, entry by entry. The steps `h1` and `h2` are the two projections, and their composition produces the squared overlaps $c_i^2$.

```lean
/-- The density operators of `alphaOrb` and `betaOrb` are orbital projectors, and the orbitals
`alphaOrb` meet the conditions on `v i` with the positive values 9/25 and 1. -/
theorem corresponding_orbitals_witness :
    IsOrbitalProjector (density alphaOrb) ∧ IsOrbitalProjector (density betaOrb) ∧
      OverlapOrbitals (density alphaOrb) (density betaOrb) alphaOrb ![9 / 25, 1] ∧
      ∀ i, 0 < (![9 / 25, 1] : Fin 2 → ℝ) i := by
  have ha : ∀ i j, ⟪alphaOrb i, alphaOrb j⟫_ℂ = if i = j then 1 else 0 := by
    intro i j
    simp only [PiLp.inner_apply, Fin.sum_univ_three, RCLike.inner_apply]
    fin_cases i <;> fin_cases j <;> simp [alphaOrb]
  have c3 : (starRingEnd ℂ) 3 = 3 := Complex.conj_eq_iff_im.mpr (by simp)
  have c4 : (starRingEnd ℂ) 4 = 4 := Complex.conj_eq_iff_im.mpr (by simp)
  have c5 : (starRingEnd ℂ) 5 = 5 := Complex.conj_eq_iff_im.mpr (by simp)
  have hb : ∀ i j, ⟪betaOrb i, betaOrb j⟫_ℂ = if i = j then 1 else 0 := by
    intro i j
    simp only [PiLp.inner_apply, Fin.sum_univ_three, RCLike.inner_apply]
    fin_cases i <;> fin_cases j <;> simp [betaOrb, c3, c4, c5]
    norm_num
  -- the overlap matrix of the two sets is diagonal with entries 3/5 and 1
  have hba : ∀ j i, ⟪betaOrb j, alphaOrb i⟫_ℂ =
      if j = i then (![3 / 5, 1] : Fin 2 → ℂ) i else 0 := by
    intro j i
    simp only [PiLp.inner_apply, Fin.sum_univ_three, RCLike.inner_apply]
    fin_cases i <;> fin_cases j <;> simp [alphaOrb, betaOrb, c3, c5]
  have hab : ∀ j i, ⟪alphaOrb j, betaOrb i⟫_ℂ =
      if j = i then (![3 / 5, 1] : Fin 2 → ℂ) i else 0 := by
    intro j i
    simp only [PiLp.inner_apply, Fin.sum_univ_three, RCLike.inner_apply]
    fin_cases i <;> fin_cases j <;> simp [alphaOrb, betaOrb]
  have hao := orthonormal_iff_ite.mpr ha
  refine ⟨density_isOrbitalProjector hao,
    density_isOrbitalProjector (orthonormal_iff_ite.mpr hb), ⟨hao, ?_, ?_⟩, ?_⟩
  · intro i
    show ∑ j, ⟪alphaOrb j, alphaOrb i⟫_ℂ • alphaOrb j = alphaOrb i
    simp only [ha, ite_smul, one_smul, zero_smul, Finset.sum_ite_eq', Finset.mem_univ, if_true]
  · intro i
    have h1 : density betaOrb (alphaOrb i) = (![3 / 5, 1] : Fin 2 → ℂ) i • betaOrb i := by
      show ∑ j, ⟪betaOrb j, alphaOrb i⟫_ℂ • betaOrb j = _
      simp only [hba, ite_smul, zero_smul, Finset.sum_ite_eq', Finset.mem_univ, if_true]
    have h2 : density alphaOrb (betaOrb i) = (![3 / 5, 1] : Fin 2 → ℂ) i • alphaOrb i := by
      show ∑ j, ⟪alphaOrb j, betaOrb i⟫_ℂ • alphaOrb j = _
      simp only [hab, ite_smul, zero_smul, Finset.sum_ite_eq', Finset.mem_univ, if_true]
    rw [h1, map_smul, h2, smul_smul]
    congr 1
    fin_cases i <;> simp
    norm_num
  · intro i
    fin_cases i <;> simp

end

end CorrespondingOrbitals
```

```lean
#print axioms CorrespondingOrbitals.corresponding_orbitals
#print axioms CorrespondingOrbitals.partner_partner
#print axioms CorrespondingOrbitals.exists_overlapOrbitals
```

```
'CorrespondingOrbitals.corresponding_orbitals' depends on axioms: [propext, Classical.choice, Quot.sound]
'CorrespondingOrbitals.partner_partner' depends on axioms: [propext, Classical.choice, Quot.sound]
'CorrespondingOrbitals.exists_overlapOrbitals' depends on axioms: [propext, Classical.choice, Quot.sound]
```
